# On two sites, no bias moves a particle fully from one to the other faster than the hopping alone

Suppose I let the energy bias between two sites be any real function of time, while the hopping stays fixed. A particle starts on the first site. With no bias it oscillates, and after a quarter of the amplitude's period it sits entirely on the second site. I know that a constant bias makes the oscillation faster but incomplete. Could a cleverly shaped pulse combine the two, and get more density across early on, or complete the transfer sooner?

## The bias drops out of the density's rate of change

The answer is no. In the proof, $d(s)$ may be any real function of time, however large, provided that the Schrödinger equation holds with an ordinary derivative at every time. A piecewise continuous bias with sudden jumps does no better, because $\psi$ stays continuous and the angle estimate below applies between the jumps, but that extension is not part of the code. Time is called $s$, because $t\ge 0$ is the hopping, and $\hbar=1$. The sites are numbered 0 and 1, as in Lean, and

$$i\psi'=H\psi,\qquad H=\begin{pmatrix} d/2&-t\\-t&-d/2\end{pmatrix},\qquad \psi(0)=(1,0).$$

In components,

$$\psi_0'=i\left(t\psi_1-\tfrac d2\psi_0\right),\qquad \psi_1'=i\left(t\psi_0+\tfrac d2\psi_1\right).$$

Let $n_j=|\psi_j|^2$, so that $n_j'=2\,\mathrm{Re}(\bar\psi_j\psi_j')$. The bias contributes $\mp i\,(d/2)\,n_j$ inside the real part, which is purely imaginary and vanishes. What remains is

$$n_1'=J,\qquad n_0'=-J,\qquad J=2t\,\mathrm{Im}(\bar\psi_0\psi_1).$$

Hence $n_0+n_1=1$ at all times. The bias can steer the relative phase, but the current is limited by the densities: $J^2\le 4t^2n_0n_1$.

Now let $z=n_0-n_1$. Then $z'=-2J$ and $1-z^2=(n_0+n_1)^2-(n_0-n_1)^2=4n_0n_1$, so

$$|z'|\le 2t\sqrt{1-z^2}.$$

This says that the angle $\arccos z$ changes at a rate of at most $2t$, except that $\arccos$ is not differentiable at $z=\pm1$, and the particle starts at $z=1$. So take $0<r<1$ first:

$$\left|\frac{d}{ds}\arccos(rz)\right|=\frac{r|z'|}{\sqrt{1-r^2z^2}}\le 2t\,\frac{\sqrt{r^2-r^2z^2}}{\sqrt{1-r^2z^2}}\le 2t.$$

The mean value inequality bounds the change of $\arccos(rz)$ by $2t$ times the elapsed time, and letting $r\to1$ gives the same bound for $\arccos z$. Since $\arccos z(0)=0$, we get $\arccos z(s)\le 2ts$ for $s\ge0$. If also $2ts\le\pi$, the cosine is decreasing on the relevant range, so $z(s)\ge\cos 2ts$ and

$$n_1(s)=\frac{1-z(s)}2\le\frac{1-\cos 2ts}2=\sin^2(ts).$$

Full transfer, $n_1(s)=1$, therefore needs $ts\ge\pi/2$.

For $d=0$, differentiation shows that two combinations are constant:

$$\psi_1\cos ts-i\psi_0\sin ts=0,\qquad \psi_0\cos ts-i\psi_1\sin ts=1.$$

Multiplying the first by $\cos ts$, the second by $i\sin ts$, and adding gives $\psi_1=i\sin ts$. The bound is then an equality.

## Two limits on the claim

At $t=0$ the condition $ts\le\pi/2$ holds for every $s\ge0$, and the bound reads $n_1(s)\le0$: without hopping, the particle stays where it is.

The bound does not extend to all later times. Take $t>0$ and the constant bias $d=\sqrt5\,t$. The Rabi formula, which is not part of the code, gives $n_1(s)=\frac49\sin^2(\tfrac32ts)$. At $ts=\pi$ this is $\frac49$, while $\sin^2(ts)=0$.

## What the Lean statements say

The state is `ψ : ℝ → Fin 2 → ℂ`, a curve of two complex amplitudes, and `hamiltonian t δ` is the matrix above, with `δ` the difference of the on-site energies. `Evolves t d ψ` says that $\psi'=-iH\psi$ at every real time, including times before the start. Continuity of `d` is not assumed, but a sudden jump in the bias puts a kink in $\psi$, so an evolution with such a jump does not satisfy `Evolves`.

`imbalance` is $z$ and `current` is $J$. The condition `ψ 0 = ![1, 0]` places the particle on site 0 at time zero, and `‖ψ s 1‖ ^ 2` is $n_1(s)$. `density_speed_limit` is the bound, and `minimal_transfer_time` is the condition for full transfer. `angle_speed_limit` is more general: it allows any normalised initial state and any two times.

The step left to the physicist is the reduction of a real double well or molecule to two orbitals with constant real hopping. In time-dependent density functional theory on a lattice, the result means that, for one particle that starts on site 0 of two such sites, a prescribed density with $n_1(s)>\sin^2(ts)$ at some time $s\ge0$ with $ts\le\pi/2$ cannot be produced by any bias admitted here.

```lean
import Mathlib

open Matrix ComplexConjugate

noncomputable section

namespace TwoSiteDensitySpeedLimit

/-- The two-site Hamiltonian with hopping `t` and on-site energies `δ/2` and `-δ/2`. -/
def hamiltonian (t δ : ℝ) : Matrix (Fin 2) (Fin 2) ℂ :=
  !![((δ / 2 : ℝ) : ℂ), -(t : ℂ); -(t : ℂ), -((δ / 2 : ℝ) : ℂ)]

/-- The state `ψ` obeys the Schrödinger equation `i ψ' = H(s) ψ` with bias `d(s)`. -/
def Evolves (t : ℝ) (d : ℝ → ℝ) (ψ : ℝ → Fin 2 → ℂ) : Prop :=
  ∀ s, HasDerivAt ψ ((-Complex.I) • (hamiltonian t (d s) *ᵥ ψ s)) s

/-- The density difference between the first and the second site. -/
def imbalance (φ : Fin 2 → ℂ) : ℝ := ‖φ 0‖ ^ 2 - ‖φ 1‖ ^ 2

/-- The bond current from the first to the second site. -/
def current (t : ℝ) (φ : Fin 2 → ℂ) : ℝ := 2 * t * (conj (φ 0) * φ 1).im

/-- The Schrödinger equation written out for the two site amplitudes. -/
theorem evolves_iff (t : ℝ) (d : ℝ → ℝ) (ψ : ℝ → Fin 2 → ℂ) :
    Evolves t d ψ ↔ ∀ s,
      HasDerivAt (fun s => ψ s 0)
        (Complex.I * (t * ψ s 1 - ((d s / 2 : ℝ) : ℂ) * ψ s 0)) s ∧
      HasDerivAt (fun s => ψ s 1)
        (Complex.I * (t * ψ s 0 + ((d s / 2 : ℝ) : ℂ) * ψ s 1)) s := by
  have h0 : ∀ s, ((-Complex.I) • (hamiltonian t (d s) *ᵥ ψ s)) 0 =
      Complex.I * (t * ψ s 1 - ((d s / 2 : ℝ) : ℂ) * ψ s 0) := by
    intro s
    simp [hamiltonian, dotProduct, Fin.sum_univ_two]
    ring
  have h1 : ∀ s, ((-Complex.I) • (hamiltonian t (d s) *ᵥ ψ s)) 1 =
      Complex.I * (t * ψ s 0 + ((d s / 2 : ℝ) : ℂ) * ψ s 1) := by
    intro s
    simp [hamiltonian, dotProduct, Fin.sum_univ_two]
    ring
  unfold Evolves
  refine forall_congr' fun s => ?_
  rw [hasDerivAt_pi, Fin.forall_fin_two, h0, h1]

/-- Lattice continuity equation: the density lost by the first site and gained by the
second site per unit time is the bond current. -/
theorem continuity_equation {t : ℝ} {d : ℝ → ℝ} {ψ : ℝ → Fin 2 → ℂ}
    (h : Evolves t d ψ) (s : ℝ) :
    HasDerivAt (fun s => ‖ψ s 0‖ ^ 2) (-current t (ψ s)) s ∧
    HasDerivAt (fun s => ‖ψ s 1‖ ^ 2) (current t (ψ s)) s := by
  obtain ⟨h0, h1⟩ := (evolves_iff t d ψ).1 h s
  constructor
  · refine h0.norm_sq.congr_deriv ?_
    simp only [Complex.inner, current, Complex.mul_re, Complex.mul_im, Complex.conj_re,
      Complex.conj_im, Complex.I_re, Complex.I_im, Complex.sub_re, Complex.sub_im,
      Complex.ofReal_re, Complex.ofReal_im]
    ring
  · refine h1.norm_sq.congr_deriv ?_
    simp only [Complex.inner, current, Complex.mul_re, Complex.mul_im, Complex.conj_re,
      Complex.conj_im, Complex.I_re, Complex.I_im, Complex.add_re, Complex.add_im,
      Complex.ofReal_re, Complex.ofReal_im]
    ring

/-- The square of the bond current is at most `4 t²` times the product of the densities. -/
theorem current_sq_le (t : ℝ) (φ : Fin 2 → ℂ) :
    current t φ ^ 2 ≤ 4 * t ^ 2 * (‖φ 0‖ ^ 2 * ‖φ 1‖ ^ 2) := by
  simp only [current, Complex.sq_norm, Complex.normSq_apply, Complex.mul_im,
    Complex.conj_re, Complex.conj_im]
  nlinarith [sq_nonneg (t * ((φ 0).re * (φ 1).re + (φ 0).im * (φ 1).im))]

/-- If `z² ≤ 1` and `z` changes at a rate `c` with `c² ≤ 4t²(1 - z²)`, `t ≥ 0`, then for
`0 < r < 1` the chain-rule expression for the rate of `arccos (r z)` is at most `2t` in size. -/
theorem angle_rate_le {t r z c : ℝ} (ht : 0 ≤ t) (hr0 : 0 < r) (hr1 : r < 1)
    (hz : z ^ 2 ≤ 1) (hc : c ^ 2 ≤ 4 * t ^ 2 * (1 - z ^ 2)) :
    |-(1 / √(1 - (r * z) ^ 2)) * (r * c)| ≤ 2 * t := by
  have hr2 : r ^ 2 < 1 := by nlinarith
  have hrz : (r * z) ^ 2 < 1 := by
    nlinarith [mul_nonneg (sq_nonneg r) (sub_nonneg.2 hz)]
  have hw : 0 < √(1 - (r * z) ^ 2) := Real.sqrt_pos.2 (by linarith)
  have hw2 : √(1 - (r * z) ^ 2) ^ 2 = 1 - (r * z) ^ 2 := Real.sq_sqrt (by linarith)
  have key : |r * c| ≤ 2 * t * √(1 - (r * z) ^ 2) := by
    refine abs_le_of_sq_le_sq ?_ (by positivity)
    rw [mul_pow (2 * t), hw2]
    nlinarith [mul_le_mul_of_nonneg_left hc (sq_nonneg r),
      mul_nonneg (sq_nonneg t) (sub_nonneg.2 hr2.le)]
  rw [abs_mul, abs_neg, abs_of_pos (one_div_pos.2 hw)]
  calc 1 / √(1 - (r * z) ^ 2) * |r * c|
      ≤ 1 / √(1 - (r * z) ^ 2) * (2 * t * √(1 - (r * z) ^ 2)) := by gcongr
    _ = 2 * t := by
      rw [one_div, mul_comm]
      exact mul_inv_cancel_right₀ hw.ne' _

/-- For a normalised state and `t ≥ 0`, the angle whose cosine is the density imbalance
changes between two times by at most `2t` times the elapsed time, whatever the bias. -/
theorem angle_speed_limit {t : ℝ} {d : ℝ → ℝ} {ψ : ℝ → Fin 2 → ℂ} (ht : 0 ≤ t)
    (h : Evolves t d ψ) (hn : ‖ψ 0 0‖ ^ 2 + ‖ψ 0 1‖ ^ 2 = 1) (s₁ s₂ : ℝ) :
    |Real.arccos (imbalance (ψ s₂)) - Real.arccos (imbalance (ψ s₁))|
      ≤ 2 * t * |s₂ - s₁| := by
  -- the norm is conserved
  have hN : ∀ s, HasDerivAt (fun s => ‖ψ s 0‖ ^ 2 + ‖ψ s 1‖ ^ 2) 0 s := fun s =>
    ((continuity_equation h s).1.fun_add (continuity_equation h s).2).congr_deriv
      (neg_add_cancel _)
  have hnorm : ∀ s, ‖ψ s 0‖ ^ 2 + ‖ψ s 1‖ ^ 2 = 1 := fun s =>
    (is_const_of_deriv_eq_zero (fun x => (hN x).differentiableAt)
      (fun x => (hN x).deriv) s 0).trans hn
  have hz : ∀ s, 1 - imbalance (ψ s) ^ 2 = 4 * (‖ψ s 0‖ ^ 2 * ‖ψ s 1‖ ^ 2) := by
    intro s
    unfold imbalance
    linear_combination (-(1 + ‖ψ s 0‖ ^ 2 + ‖ψ s 1‖ ^ 2)) * hnorm s
  have hz1 : ∀ s, imbalance (ψ s) ^ 2 ≤ 1 := by
    intro s
    have : 0 ≤ 4 * (‖ψ s 0‖ ^ 2 * ‖ψ s 1‖ ^ 2) := by positivity
    linarith [hz s]
  have hd : ∀ s, HasDerivAt (fun s => imbalance (ψ s)) (-2 * current t (ψ s)) s := fun s =>
    ((continuity_equation h s).1.fun_sub (continuity_equation h s).2).congr_deriv (by ring)
  -- shrinking the imbalance by r < 1 keeps arccos differentiable
  have hr : Set.Ioo (0 : ℝ) 1 ⊆ {r : ℝ | |Real.arccos (r * imbalance (ψ s₂)) -
      Real.arccos (r * imbalance (ψ s₁))| ≤ 2 * t * |s₂ - s₁|} := by
    rintro r ⟨hr0, hr1⟩
    have hD : ∀ s, HasDerivAt (fun s => Real.arccos (r * imbalance (ψ s)))
        (-(1 / √(1 - (r * imbalance (ψ s)) ^ 2)) * (r * (-2 * current t (ψ s)))) s := by
      intro s
      have hlt : (r * imbalance (ψ s)) ^ 2 < 1 := by
        nlinarith [mul_nonneg (sq_nonneg r) (sub_nonneg.2 (hz1 s))]
      have h1 : r * imbalance (ψ s) ≠ -1 := by
        intro e
        rw [e] at hlt
        norm_num at hlt
      have h2 : r * imbalance (ψ s) ≠ 1 := by
        intro e
        rw [e] at hlt
        norm_num at hlt
      have hcomp := HasDerivAt.comp s (Real.hasDerivAt_arccos h1 h2) ((hd s).const_mul r)
      exact hcomp
    exact Convex.norm_image_sub_le_of_norm_hasDerivWithin_le
      (fun s _ => (hD s).hasDerivWithinAt)
      (fun s _ => angle_rate_le ht hr0 hr1 (hz1 s)
        (by rw [hz s]; nlinarith [current_sq_le t (ψ s)]))
      convex_univ (Set.mem_univ s₁) (Set.mem_univ s₂)
  -- let r tend to 1
  have hc : ∀ c : ℝ, Continuous fun r : ℝ => Real.arccos (r * c) := fun c =>
    Real.continuous_arccos.comp (continuous_id.mul continuous_const)
  have hmem : (1 : ℝ) ∈ closure (Set.Ioo (0 : ℝ) 1) := by
    rw [closure_Ioo zero_ne_one]
    exact ⟨zero_le_one, le_refl 1⟩
  have hfin := closure_minimal hr
    (isClosed_le ((hc _).sub (hc _)).abs continuous_const) hmem
  simpa only [Set.mem_ofPred_eq, one_mul] using hfin

/-- Density speed limit: a particle starting on the first site has density at most
`sin² (t s)` on the second, for `t ≥ 0`, `s ≥ 0` and `t s ≤ π/2`, whatever the bias. -/
theorem density_speed_limit {t s : ℝ} {d : ℝ → ℝ} {ψ : ℝ → Fin 2 → ℂ} (ht : 0 ≤ t)
    (h : Evolves t d ψ) (h0 : ψ 0 = ![1, 0]) (hs : 0 ≤ s) (hts : t * s ≤ Real.pi / 2) :
    ‖ψ s 1‖ ^ 2 ≤ Real.sin (t * s) ^ 2 := by
  have hN : ∀ s, HasDerivAt (fun s => ‖ψ s 0‖ ^ 2 + ‖ψ s 1‖ ^ 2) 0 s := fun s =>
    ((continuity_equation h s).1.fun_add (continuity_equation h s).2).congr_deriv
      (neg_add_cancel _)
  have hn0 : ‖ψ 0 0‖ ^ 2 + ‖ψ 0 1‖ ^ 2 = 1 := by simp [h0]
  have hn : ‖ψ s 0‖ ^ 2 + ‖ψ s 1‖ ^ 2 = 1 :=
    (is_const_of_deriv_eq_zero (fun x => (hN x).differentiableAt)
      (fun x => (hN x).deriv) s 0).trans hn0
  have hi : imbalance (ψ 0) = 1 := by simp [imbalance, h0]
  have ha := angle_speed_limit ht h hn0 0 s
  rw [hi, Real.arccos_one, sub_zero, sub_zero, abs_of_nonneg hs] at ha
  have hb : Real.arccos (imbalance (ψ s)) ≤ 2 * (t * s) := by
    linarith [le_abs_self (Real.arccos (imbalance (ψ s)))]
  -- the cosine decreases on [0, π]
  have hcos := Real.cos_le_cos_of_nonneg_of_le_pi (Real.arccos_nonneg _)
    (by linarith : 2 * (t * s) ≤ Real.pi) hb
  have hp := sq_nonneg ‖ψ s 0‖
  have hq := sq_nonneg ‖ψ s 1‖
  rw [Real.cos_arccos (by unfold imbalance; linarith) (by unfold imbalance; linarith),
    Real.cos_two_mul] at hcos
  unfold imbalance at hcos
  linarith [Real.sin_sq_add_cos_sq (t * s)]

/-- Minimal transfer time: for `t ≥ 0`, a particle starting on the first site can be found
with certainty on the second at a time `s ≥ 0` only if `t s ≥ π/2`. -/
theorem minimal_transfer_time {t s : ℝ} {d : ℝ → ℝ} {ψ : ℝ → Fin 2 → ℂ} (ht : 0 ≤ t)
    (h : Evolves t d ψ) (h0 : ψ 0 = ![1, 0]) (hs : 0 ≤ s) (hfull : ‖ψ s 1‖ ^ 2 = 1) :
    Real.pi / 2 ≤ t * s := by
  by_contra hlt
  have hlt' : t * s < Real.pi / 2 := not_le.1 hlt
  have hb := density_speed_limit ht h h0 hs hlt'.le
  have hcos : 0 < Real.cos (t * s) := Real.cos_pos_of_mem_Ioo
    ⟨by linarith [Real.pi_pos, mul_nonneg ht hs], hlt'⟩
  nlinarith [Real.sin_sq_add_cos_sq (t * s), pow_pos hcos 2]

/-- The derivatives of `cos (t s)` and `sin (t s)` as complex-valued functions of time. -/
theorem trig_deriv (t s : ℝ) :
    HasDerivAt (fun s : ℝ => ((Real.cos (t * s) : ℝ) : ℂ))
      (-(t : ℂ) * ((Real.sin (t * s) : ℝ) : ℂ)) s ∧
    HasDerivAt (fun s : ℝ => ((Real.sin (t * s) : ℝ) : ℂ))
      ((t : ℂ) * ((Real.cos (t * s) : ℝ) : ℂ)) s := by
  have hl : HasDerivAt (fun s : ℝ => t * s) t s := by
    simpa using (hasDerivAt_id s).const_mul t
  exact ⟨hl.cos.ofReal_comp.congr_deriv (by push_cast; ring),
    hl.sin.ofReal_comp.congr_deriv (by push_cast; ring)⟩

/-- Without bias the speed limit is attained: every solution starting on the first site
has density exactly `sin² (t s)` on the second. -/
theorem unbiased_density {t : ℝ} {ψ : ℝ → Fin 2 → ℂ}
    (h : Evolves t (fun _ => 0) ψ) (h0 : ψ 0 = ![1, 0]) (s : ℝ) :
    ‖ψ s 1‖ ^ 2 = Real.sin (t * s) ^ 2 := by
  have e := (evolves_iff t _ ψ).1 h
  have e0 : ∀ s, HasDerivAt (fun s => ψ s 0) (Complex.I * t * ψ s 1) s := fun s =>
    (e s).1.congr_deriv (by push_cast; ring)
  have e1 : ∀ s, HasDerivAt (fun s => ψ s 1) (Complex.I * t * ψ s 0) s := fun s =>
    (e s).2.congr_deriv (by push_cast; ring)
  -- two conserved combinations: the amplitudes rotated back to time zero
  have hC : ∀ s, HasDerivAt (fun s : ℝ => ψ s 1 * ((Real.cos (t * s) : ℝ) : ℂ) -
      Complex.I * ψ s 0 * ((Real.sin (t * s) : ℝ) : ℂ)) 0 s := fun s =>
    (((e1 s).fun_mul (trig_deriv t s).1).fun_sub
      (((e0 s).const_mul Complex.I).fun_mul (trig_deriv t s).2)).congr_deriv (by
        linear_combination (-(t * ψ s 1 * ((Real.sin (t * s) : ℝ) : ℂ))) * Complex.I_sq)
  have hD : ∀ s, HasDerivAt (fun s : ℝ => ψ s 0 * ((Real.cos (t * s) : ℝ) : ℂ) -
      Complex.I * ψ s 1 * ((Real.sin (t * s) : ℝ) : ℂ)) 0 s := fun s =>
    (((e0 s).fun_mul (trig_deriv t s).1).fun_sub
      (((e1 s).const_mul Complex.I).fun_mul (trig_deriv t s).2)).congr_deriv (by
        linear_combination (-(t * ψ s 0 * ((Real.sin (t * s) : ℝ) : ℂ))) * Complex.I_sq)
  have cC : ψ s 1 * ((Real.cos (t * s) : ℝ) : ℂ) -
      Complex.I * ψ s 0 * ((Real.sin (t * s) : ℝ) : ℂ) = 0 :=
    (is_const_of_deriv_eq_zero (fun x => (hC x).differentiableAt)
      (fun x => (hC x).deriv) s 0).trans (by simp [h0])
  have cD : ψ s 0 * ((Real.cos (t * s) : ℝ) : ℂ) -
      Complex.I * ψ s 1 * ((Real.sin (t * s) : ℝ) : ℂ) = 1 :=
    (is_const_of_deriv_eq_zero (fun x => (hD x).differentiableAt)
      (fun x => (hD x).deriv) s 0).trans (by simp [h0])
  have hcs : ((Real.sin (t * s) : ℝ) : ℂ) ^ 2 + ((Real.cos (t * s) : ℝ) : ℂ) ^ 2 = 1 := by
    exact_mod_cast Real.sin_sq_add_cos_sq (t * s)
  have hψ : ψ s 1 = Complex.I * ((Real.sin (t * s) : ℝ) : ℂ) := by
    linear_combination ((Real.cos (t * s) : ℝ) : ℂ) * cC +
      Complex.I * ((Real.sin (t * s) : ℝ) : ℂ) * cD - ψ s 1 * hcs +
      ψ s 1 * ((Real.sin (t * s) : ℝ) : ℂ) ^ 2 * Complex.I_sq
  rw [hψ, norm_mul, Complex.norm_I, one_mul, Complex.norm_real, Real.norm_eq_abs, sq_abs]

/-- The state with amplitudes `cos (t s)` and `i sin (t s)` on the two sites. -/
def unbiasedState (t s : ℝ) : Fin 2 → ℂ :=
  ![((Real.cos (t * s) : ℝ) : ℂ), Complex.I * ((Real.sin (t * s) : ℝ) : ℂ)]

/-- The state `(cos (t s), i sin (t s))` solves the Schrödinger equation without bias and
starts on the first site. -/
theorem unbiasedState_witness (t : ℝ) :
    Evolves t (fun _ => 0) (unbiasedState t) ∧ unbiasedState t 0 = ![1, 0] := by
  refine ⟨(evolves_iff t _ _).2 fun s => ⟨?_, ?_⟩, by simp [unbiasedState]⟩
  · refine (trig_deriv t s).1.congr_deriv ?_
    show -(t : ℂ) * ((Real.sin (t * s) : ℝ) : ℂ) =
      Complex.I * (t * (Complex.I * ((Real.sin (t * s) : ℝ) : ℂ)) -
        ((0 / 2 : ℝ) : ℂ) * ((Real.cos (t * s) : ℝ) : ℂ))
    rw [zero_div, Complex.ofReal_zero]
    linear_combination (-(t * ((Real.sin (t * s) : ℝ) : ℂ))) * Complex.I_sq
  · refine ((trig_deriv t s).2.const_mul Complex.I).congr_deriv ?_
    show Complex.I * ((t : ℂ) * ((Real.cos (t * s) : ℝ) : ℂ)) =
      Complex.I * (t * ((Real.cos (t * s) : ℝ) : ℂ) +
        ((0 / 2 : ℝ) : ℂ) * (Complex.I * ((Real.sin (t * s) : ℝ) : ℂ)))
    rw [zero_div, Complex.ofReal_zero]
    ring

end TwoSiteDensitySpeedLimit
```

```lean
#print axioms TwoSiteDensitySpeedLimit.density_speed_limit
-- 'TwoSiteDensitySpeedLimit.density_speed_limit' depends on axioms: [propext, Classical.choice, Quot.sound]
#print axioms TwoSiteDensitySpeedLimit.minimal_transfer_time
-- 'TwoSiteDensitySpeedLimit.minimal_transfer_time' depends on axioms: [propext, Classical.choice, Quot.sound]
#print axioms TwoSiteDensitySpeedLimit.unbiased_density
-- 'TwoSiteDensitySpeedLimit.unbiased_density' depends on axioms: [propext, Classical.choice, Quot.sound]
```

## From the current to the angle in Lean

`evolves_iff` splits the vector equation into the two component equations. `continuity_equation` differentiates the squared moduli and expands into real and imaginary parts, after which `ring` cancels the bias. `current_sq_le` uses $|\bar\psi_0\psi_1|^2=\mathrm{Re}^2+\mathrm{Im}^2$: the square handed to `nlinarith` is the real part that the current leaves out.

`angle_rate_le` is the estimate with $r<1$, where `c` stands for $z'$. In `angle_speed_limit`, the conserved norm gives $1-z^2=4n_0n_1$, and Mathlib's mean value inequality turns the bound on the rate into a bound on the change. The limit $r\to1$ is taken through closed sets: the values of $r$ that satisfy the inequality form a closed set containing the open interval $(0,1)$, so it contains 1 as well.

`density_speed_limit` sets the first time to zero and applies the monotonicity of the cosine on $[0,\pi]$, followed by the double-angle formula. `minimal_transfer_time` argues by contradiction: if $ts<\pi/2$, then $\cos(ts)>0$ and the bound is below 1.

For zero bias, `trig_deriv` supplies the derivatives of $\cos ts$ and $\sin ts$. `unbiased_density` shows that the two combinations have zero derivative, evaluates them at time zero and solves for $\psi_1$; this holds for every solution that starts on site 0. `unbiasedState_witness` checks that $(\cos ts,\,i\sin ts)$ is such a solution, so the bound is attained by an actual evolution.
